# A norm-preserving operator is a finite mixture of contractions only if every member equals it

Suppose a linear operator U on a complex inner product space preserves the norm of every vector, and is a finite weighted sum of linear contractions Aⱼ with positive weights pⱼ that add up to one. The theorem `ensemble_rigidity` states that every Aⱼ in the sum is then U itself; neither finite dimension nor surjectivity of U is assumed. For an arbitrary vector x, not necessarily normalised, the attempt looks at the variance of the vectors Aⱼx about their mean Ux, which is the mean of ‖Aⱼx‖² minus ‖x‖². Contractivity makes this at most zero, whereas a single Aᵢx different from Ux would make it strictly positive, and the proof seeks that contradiction.

The failing Lean file:

```lean
import Mathlib

open LinearMap (adjoint)

namespace UnitaryExtremeContraction

variable {H : Type*} [NormedAddCommGroup H] [InnerProductSpace ℂ H]

/-- An operator is a contraction if it never increases the norm of a state vector. -/
def IsContraction (A : H →ₗ[ℂ] H) : Prop := ∀ x, ‖A x‖ ≤ ‖x‖

/-- The variance of an ensemble of vectors about its mean `u` is the mean squared norm minus
the squared norm of the mean. -/
theorem variance_identity {ι : Type*} (s : Finset ι) (p : ι → ℝ) (v : ι → H) (u : H)
    (hp : ∑ i ∈ s, p i = 1) (hu : ∑ i ∈ s, (p i : ℂ) • v i = u) :
    ∑ i ∈ s, p i * ‖v i - u‖ ^ 2 = ∑ i ∈ s, p i * ‖v i‖ ^ 2 - ‖u‖ ^ 2 := by
  have h : ∑ i ∈ s, p i * (inner ℂ (v i) u).re = ‖u‖ ^ 2 := by
    calc _ = (inner ℂ (∑ i ∈ s, (p i : ℂ) • v i) u).re := by
          rw [sum_inner, Complex.re_sum]
          refine Finset.sum_congr rfl fun i _ => ?_
          rw [inner_smul_left, Complex.conj_ofReal, Complex.re_ofReal_mul]
      _ = ‖u‖ ^ 2 := by rw [hu]; exact inner_self_eq_norm_sq (𝕜 := ℂ) u
  have e : ∀ i, p i * ‖v i - u‖ ^ 2
      = p i * ‖v i‖ ^ 2 - 2 * (p i * (inner ℂ (v i) u).re) + p i * ‖u‖ ^ 2 := by
    intro i
    have h1 : ‖v i - u‖ ^ 2 = ‖v i‖ ^ 2 - 2 * (inner ℂ (v i) u).re + ‖u‖ ^ 2 :=
      norm_sub_sq (𝕜 := ℂ) _ _
    rw [h1]; ring
  rw [Finset.sum_congr rfl (fun i _ => e i), Finset.sum_add_distrib,
    Finset.sum_sub_distrib, ← Finset.mul_sum, ← Finset.sum_mul, h, hp]
  ring

/-- If a norm-preserving operator is a finite mixture of contractions with positive weights,
every member of the mixture equals that operator. -/
theorem ensemble_rigidity {ι : Type*} (s : Finset ι) (p : ι → ℝ) (A : ι → H →ₗ[ℂ] H)
    (U : H →ₗ[ℂ] H) (hU : ∀ x, ‖U x‖ = ‖x‖) (hp : ∀ i ∈ s, 0 < p i)
    (hsum : ∑ i ∈ s, p i = 1) (hA : ∀ i ∈ s, IsContraction (A i))
    (hmix : U = ∑ i ∈ s, (p i : ℂ) • A i) : ∀ i ∈ s, A i = U := by
  intro i hi
  refine LinearMap.ext fun x => ?_
  have hvar : ∑ j ∈ s, p j * ‖A j x - U x‖ ^ 2
      = ∑ j ∈ s, p j * ‖A j x‖ ^ 2 - ‖U x‖ ^ 2 :=
    variance_identity s p (fun j => A j x) (U x) hsum
      (by rw [hmix]; simp [LinearMap.sum_apply])
  have hle : ∑ j ∈ s, p j * ‖A j x‖ ^ 2 ≤ ‖x‖ ^ 2 := by
    calc _ ≤ ∑ j ∈ s, p j * ‖x‖ ^ 2 := Finset.sum_le_sum fun j hj =>
          mul_le_mul_of_nonneg_left (pow_le_pow_left₀ (norm_nonneg _) (hA j hj x) 2)
            (hp j hj).le
      _ = ‖x‖ ^ 2 := by rw [← Finset.sum_mul, hsum, one_mul]
  -- the variance is a sum of nonnegative terms and is itself not positive
  have hone := Finset.single_le_sum (f := fun j => p j * ‖A j x - U x‖ ^ 2)
    (fun j hj => mul_nonneg (hp j hj).le (sq_nonneg _)) hi
  rw [hU] at hvar
  by_contra hne
  have hpos : 0 < ‖A i x - U x‖ := norm_pos_iff.mpr (sub_ne_zero.mpr hne)
  have hpos2 := mul_pos (hp i hi) (pow_pos hpos 2)
  simp only at hone
  linarith

end UnitaryExtremeContraction
```

Compiling this gives:

```
Main.lean:57:2: error: `simp` made no progress
```

What went wrong. The message says that `simp only at hone` found nothing to change, which `simp` treats as an error. The call names no lemmas, so it could do little more than basic clean-up, such as applying a written-out function to its argument. That would have been useful if `hone` still contained `fun j => p j * ‖A j x - U x‖ ^ 2` applied to `i`. But Lean had already carried out that substitution when it inferred the type of `hone` from `Finset.single_le_sum`, so `hone` already says that `p i * ‖A i x - U x‖ ^ 2` is at most the whole sum.

The repair deletes the call, leaving a blank line in its place. `linarith` can use `hone` as it stands: with `hvar` and `hle` it bounds the term for `i` above by zero, while `hpos2` says that the same term is positive.

The repair, with which the file compiles:

```diff
@@ -55,5 +55,5 @@
   have hpos : 0 < ‖A i x - U x‖ := norm_pos_iff.mpr (sub_ne_zero.mpr hne)
   have hpos2 := mul_pos (hp i hi) (pow_pos hpos 2)
-  simp only at hone
+
   linarith
 
```
